# Evolution under σ_z multiplies the two basis states by exp(−idt) and exp(idt)

For a single two-level system, the theorem `freeEvolution_eq` computes the matrix exp(−i d t σ_z), where the detuning d and the time t are any real numbers. It states that this matrix is diagonal with entries exp(−idt) and exp(idt), so the two basis states acquire phases of equal size and opposite sign. In units with ħ = 1 this is evolution under the constant Hamiltonian d σ_z, with no driving term. The attempt first writes the exponent as a diagonal matrix, then uses `Matrix.exp_diagonal` to move the exponential onto the vector of diagonal entries, and finally compares the two sides entry by entry.

In Lean, a first try:

```lean
import Mathlib

open NormedSpace

namespace FreeEvolutionEq

noncomputable section

/-- The Pauli matrix `σ_z`. -/
def σz : Matrix (Fin 2) (Fin 2) ℂ := !![1, 0; 0, -1]

/-- Free evolution `exp(-i d t σ_z)` for a time `t` at detuning `d`. -/
def freeEvolution (d t : ℝ) : Matrix (Fin 2) (Fin 2) ℂ :=
  NormedSpace.exp ((-(Complex.I * d * t)) • σz)

/-- Free evolution gives the two basis states opposite phases. -/
theorem freeEvolution_eq (d t : ℝ) :
    freeEvolution d t =
      !![Complex.exp (-(Complex.I * d * t)), 0; 0, Complex.exp (Complex.I * d * t)] := by
  have h : (-(Complex.I * d * t)) • σz =
      Matrix.diagonal ![-(Complex.I * d * t), Complex.I * d * t] := by
    ext i j
    fin_cases i <;> fin_cases j <;> simp [σz]
  rw [freeEvolution, h, Matrix.exp_diagonal]
  ext i j
  fin_cases i <;> fin_cases j <;> simp [Pi.exp_apply, Complex.exp_eq_exp_ℂ]

end

end FreeEvolutionEq
```

Lean reports:

```
Main.lean:26:40: error(lean.unknownIdentifier): Unknown identifier `Pi.exp_apply`
Main.lean:26:40: error(lean.unknownIdentifier): Unknown identifier `Pi.exp_apply`
Main.lean:26:40: error(lean.unknownIdentifier): Unknown identifier `Pi.exp_apply`
Main.lean:26:40: error(lean.unknownIdentifier): Unknown identifier `Pi.exp_apply`
```

The message says that Lean finds no declaration called `Pi.exp_apply`. It appears four times because `<;>` runs the same `simp` call on each of the four matrix entries.

The missing name was meant to supply a real step. After `Matrix.exp_diagonal`, the diagonal holds the exponential of a function `Fin 2 → ℂ`, while the target has `Complex.exp` of single numbers. Something must say that the exponential of such a function is taken entry by entry.

The repair proves this as `hexp`. Rewriting with `Complex.exp_eq_exp_ℂ` turns `Complex.exp` into `NormedSpace.exp`, so that both sides use the same exponential. Evaluation at an index `i` is a continuous ring homomorphism, and `NormedSpace.map_exp` says that such a map commutes with the exponential. The last `simp` then uses `hexp` in place of the unknown name. It no longer needs `Complex.exp_eq_exp_ℂ`, since `hexp` already gives its result in terms of `Complex.exp`. The added comment only describes the step.

As a diff, the version that Lean accepts:

```diff
@@ -22,7 +22,12 @@
     ext i j
     fin_cases i <;> fin_cases j <;> simp [σz]
+  -- the exponential of a diagonal matrix is taken entry by entry
+  have hexp : ∀ (v : Fin 2 → ℂ) (i : Fin 2), NormedSpace.exp v i = Complex.exp (v i) := by
+    intro v i
+    rw [Complex.exp_eq_exp_ℂ]
+    exact NormedSpace.map_exp (Pi.evalRingHom (fun _ : Fin 2 => ℂ) i) (continuous_apply i) v
   rw [freeEvolution, h, Matrix.exp_diagonal]
   ext i j
-  fin_cases i <;> fin_cases j <;> simp [Pi.exp_apply, Complex.exp_eq_exp_ℂ]
+  fin_cases i <;> fin_cases j <;> simp [hexp]
 
 end
```
